# The first-order response of an IORA level to a constant potential shift

**Q:** Adding a constant $d$ to the potential should move every level by $d$. What does the infinite-order regular approximation (IORA) do with just one large-component and one small-component function?

**A:** In units with electron mass 1 and speed of light $c=1$, take potential $-1$ for the large component and $0$ for the small one, and momentum coupling $1$. The small component is $X(d)=1/(2-d)$ times the large one, and

$$E(d)=\frac{H(d)}{S(d)},\quad H(d)=-1+d+\frac1{2-d},\quad S(d)=1+\frac1{(2-d)^2}.$$

At $d=0$, $H=-\tfrac12$, $S=\tfrac54$ and $E=-\tfrac25$. Since $H'=\tfrac54$ and $S'=\tfrac14$,

$$E'=\frac{H'-ES'}{S}=\frac{5/4+1/10}{5/4}=\frac{27}{25}.$$

Here $H'=S$ alone would give slope 1. The metric $S$ also grows, and with negative $E$ this adds to the slope.

**Q:** Which objects carry this over to many functions?

**A:** Hermitian matrices $V$ and $W$ represent the potential on the large and small components, and a rectangular $P$ represents $\sigma\cdot p$. The index types `n` and `m` label finite orthonormal bases for the two components.

In Lean 4 with Mathlib:

```lean
import Mathlib

open Matrix Filter Topology
open scoped ComplexOrder

namespace IORAGaugeShift

noncomputable section

variable {m n : Type*} [Fintype m] [DecidableEq m] [Fintype n] [DecidableEq n]
```

The matrix $G(d)=2c^2-W-d$, where $2c^2$ is twice the rest energy of an electron of mass 1, is called `gap`; it is not a spectral gap.

```lean
/-- The matrix `2c² - W - d` on the small-component space, for a constant shift `d`. -/
def gap (c : ℝ) (W : Matrix m m ℂ) (d : ℝ) : Matrix m m ℂ :=
  ((2 * c ^ 2 - d : ℝ) : ℂ) • (1 : Matrix m m ℂ) - W
```

The coupling is $X(d)=G(d)^{-1}cP$.

```lean
/-- The coupling `X(d) = (2c² - W - d)⁻¹ cP` from large to small component, for invertible
`2c² - W - d`. -/
def coupling (c : ℝ) (W : Matrix m m ℂ) (P : Matrix m n ℂ) (d : ℝ) : Matrix m n ℂ :=
  (gap c W d)⁻¹ * ((c : ℂ) • P)
```

The Hamiltonian is $H(d)=V+d+(cP)^\dagger X(d)$, so the shift enters both potentials.

```lean
/-- The regular Hamiltonian `H(d) = V + d + (cP)ᴴ X(d)`, for invertible `2c² - W - d`. -/
def ioraH (c : ℝ) (V : Matrix n n ℂ) (W : Matrix m m ℂ) (P : Matrix m n ℂ) (d : ℝ) :
    Matrix n n ℂ :=
  V + (d : ℂ) • (1 : Matrix n n ℂ) + ((c : ℂ) • P)ᴴ * coupling c W P d
```

The metric is $S(d)=1+X(d)^\dagger X(d)$.

```lean
/-- The IORA metric `1 + X(d)ᴴ X(d)`, for invertible `2c² - W - d`. -/
def ioraS (c : ℝ) (W : Matrix m m ℂ) (P : Matrix m n ℂ) (d : ℝ) : Matrix n n ℂ :=
  1 + (coupling c W P d)ᴴ * coupling c W P d
```

With $K=G(0)^{-1}$ and a real number $e$, the last definition is

$$R_e(d)=1+X(0)^\dagger X(d)-e\,(X(d)+X(0))^\dagger KX(d).$$

Its name, `response`, does not mean a density response function.

```lean
/-- The operator `1 + X(0)ᴴ X(d) - e (X(d) + X(0))ᴴ (2c² - W)⁻¹ X(d)`, for invertible
`2c² - W` and `2c² - W - d`. -/
def response (c : ℝ) (W : Matrix m m ℂ) (P : Matrix m n ℂ) (e d : ℝ) : Matrix n n ℂ :=
  1 + (coupling c W P 0)ᴴ * coupling c W P d - (e : ℂ) •
    ((coupling c W P d + coupling c W P 0)ᴴ * ((gap c W 0)⁻¹ * coupling c W P d))
```

**Q:** Where does $R_e$ come from?

**A:** From comparing two shifts without expanding in $d$. Since $G(0)-G(d)=d$,

$$X(d)-X(0)=K[G(0)-G(d)]X(d)=d\,KX(d).$$

`coupling_sub` proves this by inserting $G(0)$ and $G(d)$ next to their inverses.

```lean
omit [Fintype n] [DecidableEq n] in
/-- If `2c² - W` and `2c² - W - d` are invertible, the shift changes the coupling by
`X(d) - X(0) = d (2c² - W)⁻¹ X(d)`. -/
theorem coupling_sub (c : ℝ) (W : Matrix m m ℂ) (P : Matrix m n ℂ) (d : ℝ)
    (h0 : (gap c W 0).det ≠ 0) (hd : (gap c W d).det ≠ 0) :
    coupling c W P d - coupling c W P 0 = (d : ℂ) • ((gap c W 0)⁻¹ * coupling c W P d) := by
  have hg : gap c W 0 - gap c W d = (d : ℂ) • (1 : Matrix m m ℂ) := by
    simp only [gap]
    push_cast
    module
  have h1 : gap c W d * coupling c W P d = (c : ℂ) • P :=
    mul_nonsing_inv_cancel_left _ _ (isUnit_iff_ne_zero.mpr hd)
  have h2 : (gap c W 0)⁻¹ * (gap c W 0 * coupling c W P d) = coupling c W P d :=
    nonsing_inv_mul_cancel_left _ _ (isUnit_iff_ne_zero.mpr h0)
  calc coupling c W P d - coupling c W P 0
      = (gap c W 0)⁻¹ * (gap c W 0 * coupling c W P d) -
          (gap c W 0)⁻¹ * (gap c W d * coupling c W P d) := by
        rw [h2, h1]
        rfl
    _ = _ := by
        rw [← Matrix.mul_sub, ← Matrix.sub_mul, hg, Matrix.smul_mul, Matrix.one_mul,
          Matrix.mul_smul]
```

Because $(cP)^\dagger K=X(0)^\dagger$, it follows that

$$H(d)-H(0)=d\,[1+X(0)^\dagger X(d)],$$
$$\begin{aligned}S(d)-S(0)&=(X(d)-X(0))^\dagger X(d)+X(0)^\dagger(X(d)-X(0))\\&=d\,(X(d)+X(0))^\dagger KX(d).\end{aligned}$$

Let $u$ and $v$ solve the IORA equations $H(0)u=e_0S(0)u$ and $H(d)v=eS(d)v$ at shifts $0$ and $d$. Projecting the second equation on $u$, and using Hermiticity in the first, gives

$$\langle u,H(d)v\rangle=e\langle u,S(d)v\rangle,\quad \langle u,H(0)v\rangle=e_0\langle u,S(0)v\rangle.$$

Subtracting and inserting the two changes gives

$$(e-e_0)\langle u,S(d)v\rangle=d\,\langle u,R_{e_0}(d)v\rangle.$$

In the code, `dH` and `dS` are the changes, `h1` and `h2` the projections, and `linear_combination` does the subtraction.

```lean
/-- Secant identity `(e - e₀) ⟨u, S(d) v⟩ = d ⟨u, R v⟩`, where `R` is the `response` operator at
energy `e₀` and shift `d`, for Hermitian `V`, `W`, invertible `2c² - W`, `2c² - W - d`, and IORA
solutions `(e₀, u)` at shift `0` and `(e, v)` at shift `d`. It determines `e - e₀` when
`⟨u, S(d) v⟩` is nonzero. -/
theorem shift_secant (c : ℝ) {V : Matrix n n ℂ} {W : Matrix m m ℂ} (P : Matrix m n ℂ)
    (hV : V.IsHermitian) (hW : W.IsHermitian) {d e₀ e : ℝ} {u v : n → ℂ}
    (h0 : (gap c W 0).det ≠ 0) (hd : (gap c W d).det ≠ 0)
    (hu : ioraH c V W P 0 *ᵥ u = (e₀ : ℂ) • (ioraS c W P 0 *ᵥ u))
    (hv : ioraH c V W P d *ᵥ v = (e : ℂ) • (ioraS c W P d *ᵥ v)) :
    ((e : ℂ) - e₀) * (star u ⬝ᵥ ioraS c W P d *ᵥ v) =
      d * (star u ⬝ᵥ response c W P e₀ d *ᵥ v) := by
  have hg : (gap c W 0).IsHermitian := by
    unfold Matrix.IsHermitian
    simp only [gap, conjTranspose_sub, conjTranspose_smul, conjTranspose_one, hW.eq,
      Complex.star_def, Complex.conj_ofReal]
  have hK := hg.inv.eq
  have hX := coupling_sub c W P d h0 hd
  have hB : ((c : ℂ) • P)ᴴ * (gap c W 0)⁻¹ = (coupling c W P 0)ᴴ := by
    rw [coupling, conjTranspose_mul, hK]
  have hH : (ioraH c V W P 0)ᴴ = ioraH c V W P 0 := by
    simp only [ioraH, coupling, conjTranspose_add, conjTranspose_smul, conjTranspose_mul,
      conjTranspose_one, conjTranspose_conjTranspose, hV.eq, hK, Complex.star_def,
      Complex.conj_ofReal, Matrix.mul_assoc]
  have hS : (ioraS c W P 0)ᴴ = ioraS c W P 0 := by
    simp only [ioraS, conjTranspose_add, conjTranspose_mul, conjTranspose_one,
      conjTranspose_conjTranspose]
  -- changes of Hamiltonian and metric
  have dH : ioraH c V W P d - ioraH c V W P 0 =
      (d : ℂ) • (1 + (coupling c W P 0)ᴴ * coupling c W P d) := by
    have h : ioraH c V W P d - ioraH c V W P 0 = (d : ℂ) • (1 : Matrix n n ℂ) +
        ((c : ℂ) • P)ᴴ * (coupling c W P d - coupling c W P 0) := by
      simp only [ioraH, Matrix.mul_sub, Complex.ofReal_zero, zero_smul]
      abel
    rw [h, hX, Matrix.mul_smul, ← Matrix.mul_assoc, hB, smul_add]
  have dS : ioraS c W P d - ioraS c W P 0 = (d : ℂ) •
      ((coupling c W P d + coupling c W P 0)ᴴ * ((gap c W 0)⁻¹ * coupling c W P d)) := by
    have h : ioraS c W P d - ioraS c W P 0 =
        (coupling c W P d - coupling c W P 0)ᴴ * coupling c W P d +
        (coupling c W P 0)ᴴ * (coupling c W P d - coupling c W P 0) := by
      simp only [ioraS, conjTranspose_sub, Matrix.sub_mul, Matrix.mul_sub]
      abel
    rw [h, hX]
    simp only [conjTranspose_smul, conjTranspose_mul, conjTranspose_add, hK,
      Complex.star_def, Complex.conj_ofReal, Matrix.smul_mul, Matrix.mul_smul,
      Matrix.add_mul, smul_add, Matrix.mul_assoc]
  -- project the equation at shift `d` on `u`
  have h1 : star u ⬝ᵥ ioraH c V W P d *ᵥ v = e * (star u ⬝ᵥ ioraS c W P d *ᵥ v) := by
    rw [hv, dotProduct_smul, smul_eq_mul]
  have h2 : star u ⬝ᵥ ioraH c V W P 0 *ᵥ v = e₀ * (star u ⬝ᵥ ioraS c W P 0 *ᵥ v) := by
    have h := congrArg star hu
    rw [star_smul, star_mulVec, star_mulVec, hH, hS, Complex.star_def,
      Complex.conj_ofReal] at h
    rw [dotProduct_mulVec, h, smul_dotProduct, smul_eq_mul, ← dotProduct_mulVec]
  have h3 := congrArg (fun M => star u ⬝ᵥ M *ᵥ v) dH
  have h4 := congrArg (fun M => star u ⬝ᵥ M *ᵥ v) dS
  simp only [response, sub_mulVec, dotProduct_sub, smul_mulVec, dotProduct_smul,
    smul_eq_mul] at h3 h4 ⊢
  linear_combination -h1 + h2 + h3 - (e₀ : ℂ) * h4
```

**Q:** You still need a limit. Is the eigenpair assumed differentiable?

**A:** No. For small $d$, let $\varphi(d)$ solve the IORA equation at shift $d$ with energy $E(d)$. Of this pair, only $\varphi$ is assumed continuous at $0$. `coupling_regular` shows that $G(d)$ stays invertible for small $d$ and that $X$ is continuous at $0$, writing the inverse through determinant and adjugate.

```lean
omit [Fintype n] [DecidableEq n] in
/-- If `2c² - W` is invertible, then `2c² - W - d` stays invertible for small shifts and the
coupling `X(d)` is continuous at `d = 0`. -/
theorem coupling_regular (c : ℝ) (W : Matrix m m ℂ) (P : Matrix m n ℂ)
    (h0 : (gap c W 0).det ≠ 0) :
    (∀ᶠ d in 𝓝 (0 : ℝ), (gap c W d).det ≠ 0) ∧ ContinuousAt (coupling c W P) 0 := by
  have hg : Continuous (gap c W) :=
    ((Complex.continuous_ofReal.comp (continuous_const.sub continuous_id)).smul
      continuous_const).sub continuous_const
  refine ⟨hg.matrix_det.continuousAt.eventually_ne h0, ?_⟩
  have hK : ContinuousAt (fun d => (gap c W d)⁻¹) 0 := by
    simp only [Matrix.inv_def, Ring.inverse_eq_inv']
    exact (hg.matrix_det.continuousAt.inv₀ h0).smul hg.matrix_adjugate.continuousAt
  have hF : Continuous fun M : Matrix m m ℂ => M * ((c : ℂ) • P) :=
    continuous_id.matrix_mul continuous_const
  exact ContinuousAt.comp (x := (0 : ℝ)) (f := fun d => (gap c W d)⁻¹) hF.continuousAt hK
```

The next three lemmas carry continuity to dot products (without conjugation), matrix-vector products and the two matrix elements in the secant formula.

```lean
/-- The dot product, without complex conjugation, of two vectors that are continuous in the shift at
a point is continuous there. -/
theorem dot_continuousAt {k : Type*} [Fintype k] {f g : ℝ → k → ℂ} {a : ℝ}
    (hf : ContinuousAt f a) (hg : ContinuousAt g a) :
    ContinuousAt (fun d => f d ⬝ᵥ g d) a := by
  have h : Continuous fun p : (k → ℂ) × (k → ℂ) => ∑ i, p.1 i * p.2 i :=
    continuous_finsetSum _ fun i _ => ((continuous_apply i).comp continuous_fst).mul
      ((continuous_apply i).comp continuous_snd)
  exact ContinuousAt.comp (x := a) (f := fun d => (f d, g d)) h.continuousAt (hf.prodMk hg)

/-- A matrix applied to a vector, both continuous in the shift, gives a continuous vector. -/
theorem mulVec_continuousAt {k l : Type*} [Fintype l] {M : ℝ → Matrix k l ℂ}
    {v : ℝ → l → ℂ} {a : ℝ} (hM : ContinuousAt M a) (hv : ContinuousAt v a) :
    ContinuousAt (fun d => M d *ᵥ v d) a := by
  have h : Continuous fun p : Matrix k l ℂ × (l → ℂ) => p.1 *ᵥ p.2 :=
    continuous_fst.matrix_mulVec continuous_snd
  exact ContinuousAt.comp (x := a) (f := fun d => (M d, v d)) h.continuousAt (hM.prodMk hv)

/-- If `2c² - W` is invertible and `φ` is continuous at zero shift, the matrix elements of the
metric and of the response operator between a fixed vector and `φ(d)` are continuous there. -/
theorem elements_continuousAt (c : ℝ) (W : Matrix m m ℂ) (P : Matrix m n ℂ)
    (h0 : (gap c W 0).det ≠ 0) {φ : ℝ → n → ℂ} (hφ : ContinuousAt φ 0) (w : n → ℂ) (e : ℝ) :
    ContinuousAt (fun d => star w ⬝ᵥ ioraS c W P d *ᵥ φ d) 0 ∧
      ContinuousAt (fun d => star w ⬝ᵥ response c W P e d *ᵥ φ d) 0 := by
  have hX := (coupling_regular c W P h0).2
  have mv : ∀ (A : Matrix m n ℂ) (y : m → ℂ), star w ⬝ᵥ Aᴴ *ᵥ y = star (A *ᵥ w) ⬝ᵥ y := by
    intro A y
    rw [dotProduct_mulVec, ← star_mulVec]
  -- small components of the fixed and of the moving vector
  have hz : ContinuousAt (fun d => coupling c W P d *ᵥ w) 0 :=
    mulVec_continuousAt hX continuousAt_const
  have hy : ContinuousAt (fun d => coupling c W P d *ᵥ φ d) 0 := mulVec_continuousAt hX hφ
  have hKy : ContinuousAt (fun d => (gap c W 0)⁻¹ *ᵥ (coupling c W P d *ᵥ φ d)) 0 :=
    mulVec_continuousAt continuousAt_const hy
  have hzx : ContinuousAt (fun d => coupling c W P d *ᵥ w + coupling c W P 0 *ᵥ w) 0 :=
    hz.add continuousAt_const
  have h1 : ContinuousAt (fun d => star w ⬝ᵥ φ d) 0 := dot_continuousAt continuousAt_const hφ
  have h2 := dot_continuousAt hz.star hy
  have h3 : ContinuousAt (fun d => star (coupling c W P 0 *ᵥ w) ⬝ᵥ
      (coupling c W P d *ᵥ φ d)) 0 := dot_continuousAt continuousAt_const hy
  have h4 := dot_continuousAt hzx.star hKy
  constructor
  · simp only [ioraS, add_mulVec, one_mulVec, dotProduct_add, ← mulVec_mulVec, mv]
    exact h1.add h2
  · simp only [response, sub_mulVec, add_mulVec, one_mulVec, smul_mulVec, dotProduct_sub,
      dotProduct_add, dotProduct_smul, ← mulVec_mulVec, mv]
    exact (h1.add h3).sub (h4.const_smul (e : ℂ))
```

Set $u=\varphi(0)$, $v=\varphi(d)$ and $x=X(0)\varphi(0)$, with $\|\varphi(0)\|=1$ in the ordinary norm, not the IORA metric. As $d\to0$, the matrix element of $S$ tends to $1+\|x\|^2>0$ and that of $R_{E(0)}$ to $1+\|x\|^2-2E(0)\langle x,Kx\rangle$. Hence

$$E'(0)=1-\frac{2E(0)\langle x,Kx\rangle}{1+\|x\|^2}.$$

`HasDerivAt` states that the derivative exists with this value. The proof identifies the difference quotient with the secant ratio for small $d\ne0$, then takes the limit.

```lean
set_option maxHeartbeats 400000 in
/-- Gauge response of an IORA level: for Hermitian `V`, `W`, invertible `2c² - W` and an
eigenpair near zero shift with `φ` continuous there and `φ(0)` of unit norm,
`E'(0) = 1 - 2 E(0) ⟨x, (2c² - W)⁻¹ x⟩ / (1 + ‖x‖²)`, where `x = X(0) φ(0)`. -/
theorem iora_gauge_response (c : ℝ) {V : Matrix n n ℂ} {W : Matrix m m ℂ} (P : Matrix m n ℂ)
    (hV : V.IsHermitian) (hW : W.IsHermitian) (h0 : (gap c W 0).det ≠ 0)
    {E : ℝ → ℝ} {φ : ℝ → n → ℂ} (hφ : ContinuousAt φ 0) (hunit : star (φ 0) ⬝ᵥ φ 0 = 1)
    (heig : ∀ᶠ d in 𝓝 (0 : ℝ),
      ioraH c V W P d *ᵥ φ d = (E d : ℂ) • (ioraS c W P d *ᵥ φ d))
    {x : m → ℂ} (hx : x = coupling c W P 0 *ᵥ φ 0) :
    HasDerivAt E (1 - 2 * E 0 * (star x ⬝ᵥ (gap c W 0)⁻¹ *ᵥ x).re /
      (1 + (star x ⬝ᵥ x).re)) 0 := by
  have hdet := (coupling_regular c W P h0).1
  obtain ⟨hD, hN⟩ := elements_continuousAt c W P h0 hφ (φ 0) (E 0)
  -- values of numerator and denominator at zero shift
  have hx0 := Complex.le_def.mp (dotProduct_star_self_nonneg x)
  have hs : star x ⬝ᵥ x = ((star x ⬝ᵥ x).re : ℂ) := Complex.ext rfl hx0.2.symm
  have hpos : 0 < 1 + (star x ⬝ᵥ x).re := add_pos_of_pos_of_nonneg one_pos hx0.1
  have mv : ∀ B : Matrix m n ℂ, star (φ 0) ⬝ᵥ ((coupling c W P 0)ᴴ * B) *ᵥ φ 0 =
      star x ⬝ᵥ B *ᵥ φ 0 := by
    intro B
    rw [← mulVec_mulVec, dotProduct_mulVec, ← star_mulVec, ← hx]
  have hD0 : star (φ 0) ⬝ᵥ ioraS c W P 0 *ᵥ φ 0 = ((1 + (star x ⬝ᵥ x).re : ℝ) : ℂ) := by
    rw [ioraS, add_mulVec, one_mulVec, dotProduct_add, mv, ← hx, hunit, Complex.ofReal_add,
      Complex.ofReal_one, ← hs]
  have hN0 : star (φ 0) ⬝ᵥ response c W P (E 0) 0 *ᵥ φ 0 =
      ((1 + (star x ⬝ᵥ x).re : ℝ) : ℂ) -
        ((2 * E 0 : ℝ) : ℂ) * (star x ⬝ᵥ (gap c W 0)⁻¹ *ᵥ x) := by
    rw [response, show 1 + (coupling c W P 0)ᴴ * coupling c W P 0 = ioraS c W P 0 from rfl,
      sub_mulVec, dotProduct_sub, hD0, smul_mulVec, dotProduct_smul, conjTranspose_add,
      Matrix.add_mul, add_mulVec, dotProduct_add, mv, ← mulVec_mulVec, ← hx, smul_eq_mul]
    push_cast
    ring
  have hne : star (φ 0) ⬝ᵥ ioraS c W P 0 *ᵥ φ 0 ≠ 0 := by
    rw [hD0]
    exact Complex.ofReal_ne_zero.mpr hpos.ne'
  have hlim : Tendsto (fun d => ((star (φ 0) ⬝ᵥ response c W P (E 0) d *ᵥ φ d) /
      (star (φ 0) ⬝ᵥ ioraS c W P d *ᵥ φ d)).re) (𝓝 0)
      (𝓝 ((star (φ 0) ⬝ᵥ response c W P (E 0) 0 *ᵥ φ 0) /
        (star (φ 0) ⬝ᵥ ioraS c W P 0 *ᵥ φ 0)).re) :=
    (Complex.continuous_re.tendsto _).comp (hN.div hD hne).tendsto
  have hval : 1 - 2 * E 0 * (star x ⬝ᵥ (gap c W 0)⁻¹ *ᵥ x).re / (1 + (star x ⬝ᵥ x).re) =
      ((star (φ 0) ⬝ᵥ response c W P (E 0) 0 *ᵥ φ 0) /
        (star (φ 0) ⬝ᵥ ioraS c W P 0 *ᵥ φ 0)).re := by
    rw [hN0, hD0, Complex.div_ofReal_re, Complex.sub_re, Complex.ofReal_re,
      Complex.re_ofReal_mul, sub_div, div_self hpos.ne']
  rw [hasDerivAt_iff_tendsto_slope, hval]
  -- the difference quotient is the secant formula
  refine (hlim.mono_left nhdsWithin_le_nhds).congr' ?_
  filter_upwards [self_mem_nhdsWithin, nhdsWithin_le_nhds heig, nhdsWithin_le_nhds hdet,
    nhdsWithin_le_nhds (hD.eventually_ne hne)] with d hd h1 h2 h3
  have hsec := shift_secant c P hV hW h0 h2 heig.self_of_nhds h1
  rw [slope_def_field, sub_zero, ← Complex.ofReal_re ((E d - E 0) / d)]
  refine congrArg Complex.re ?_
  push_cast
  refine (div_eq_div_iff h3 (Complex.ofReal_ne_zero.mpr hd)).mpr ?_
  linear_combination -hsec
```

**Q:** Do bound levels over-follow the shift, meaning $E'(0)>1$?

**A:** "Bound" here means $E(0)<0$, with the rest energy subtracted and the unshifted potential taken to vanish far from the nuclei. If $2c^2-W$ is positive definite, meaning that every eigenvalue of $W$ lies below $2c^2$, then so is $K$. For $x\ne0$, a state with some small component, the correction is $-E(0)$ times a positive number, so $E'(0)>1$ exactly when $E(0)<0$. The proof inserts the derivative and checks this sign.

```lean
/-- For Hermitian `V`, `W`, positive definite `2c² - W`, and an IORA eigenpair near zero shift with
`φ` continuous there, `φ(0)` of unit norm and `X(0) φ(0)` nonzero, the level over-follows a small
constant shift, `E'(0) > 1`, exactly when `E(0) < 0`. -/
theorem over_follows_iff_bound (c : ℝ) {V : Matrix n n ℂ} {W : Matrix m m ℂ}
    (P : Matrix m n ℂ) (hV : V.IsHermitian) (hW : W.IsHermitian) (hpd : (gap c W 0).PosDef)
    {E : ℝ → ℝ} {φ : ℝ → n → ℂ} (hφ : ContinuousAt φ 0) (hunit : star (φ 0) ⬝ᵥ φ 0 = 1)
    (heig : ∀ᶠ d in 𝓝 (0 : ℝ),
      ioraH c V W P d *ᵥ φ d = (E d : ℂ) • (ioraS c W P d *ᵥ φ d))
    (hx : coupling c W P 0 *ᵥ φ 0 ≠ 0) : 1 < deriv E 0 ↔ E 0 < 0 := by
  rw [(iora_gauge_response c P hV hW hpd.det_pos.ne' hφ hunit heig rfl).deriv]
  have hq := (Complex.lt_def.mp (hpd.inv.dotProduct_mulVec_pos hx)).1
  have hw := (Complex.le_def.mp (dotProduct_star_self_nonneg (coupling c W P 0 *ᵥ φ 0))).1
  rw [Complex.zero_re] at hq hw
  -- the correction is `E(0)` times a positive number
  have hr := div_pos (mul_pos two_pos hq) (add_pos_of_pos_of_nonneg one_pos hw)
  rw [mul_comm 2 (E 0), mul_assoc, mul_div_assoc]
  exact ⟨fun h => by
    by_contra hE
    linarith [mul_nonneg (not_lt.mp hE) hr.le],
    fun hE => by linarith [mul_neg_of_neg_of_pos hE hr]⟩

end

end IORAGaugeShift
```

```lean
#print axioms IORAGaugeShift.shift_secant
-- 'IORAGaugeShift.shift_secant' depends on axioms: [propext, Classical.choice, Quot.sound]
#print axioms IORAGaugeShift.over_follows_iff_bound
-- 'IORAGaugeShift.over_follows_iff_bound' depends on axioms: [propext, Classical.choice, Quot.sound]
```

**Q:** What separates this from a real molecule?

**A:** Among other things, a molecule has interacting electrons, while this is a one-electron model with a fixed potential, and finite matrices stand in for the differential operators. The theorem also assumes a continuous family of eigenvectors; at a degeneracy, $\varphi(0)$ must be a vector that the family actually approaches. For an IORA calculation with a fixed potential that builds $X$ from finite matrices as above, the formula gives the first-order gauge error of a level as $E'(0)-1$ per unit shift.
